# Equal weights remove the cusp in the ensemble energy of two crossing levels

When a molecule is distorted along a path through a degeneracy of two electronic states, the lower potential energy curve generally has a kink at the degeneracy, and so does the upper one. State-averaged and ensemble methods work with a weighted sum of the two energies. Does the sum inherit the kink?

For a two-state Hamiltonian that depends differentiably on one coordinate $x$ at the degeneracy, the answer depends on the weights and on the derivative of the Hamiltonian there. Let $b_1\le b_2$ be the eigenvalues of that derivative, and let $w_1,w_2$ be the weights of the lower and upper level. The slope of the weighted energy then jumps by $-(w_1-w_2)(b_2-b_1)$.

```lean
import Mathlib

open Filter Topology Set

namespace EnsembleLevelCrossing

noncomputable section
```

## Ordered levels, their mean and their gap

The levels of a Hermitian $2\times2$ matrix $A$ are the roots of its secular determinant, counted with multiplicity. Real numbers $E_1\le E_2$ are therefore its ordered levels when

$$\det(z\,\mathbb 1-A)=(z-E_1)(z-E_2)\quad\text{for every complex } z .$$

```lean
/-- The real numbers `E₁ ≤ E₂` are the ordered levels of a two-state Hamiltonian `A`:
they are the roots, with multiplicity, of its secular determinant. -/
def IsLevelPair (A : Matrix (Fin 2) (Fin 2) ℂ) (E₁ E₂ : ℝ) : Prop :=
  E₁ ≤ E₂ ∧ ∀ z : ℂ, (z • (1 : Matrix (Fin 2) (Fin 2) ℂ) - A).det = (z - E₁) * (z - E₂)
```

Number the basis states 0 and 1, as Lean does, and write $a=A_{00}$, $d=A_{11}$ for the diagonal energies and $c=A_{01}$ for the coupling. The mean level is $m(A)=(a+d)/2$. The definition takes real parts, which changes nothing for a Hermitian matrix.

```lean
/-- Half the sum of the real parts of the two diagonal elements. -/
def meanLevel (A : Matrix (Fin 2) (Fin 2) ℂ) : ℝ := ((A 0 0).re + (A 1 1).re) / 2
```

The gap is $g(A)=\sqrt{(a-d)^2+4|c|^2}$, with $|c|^2$ written out as the sum of the squared real and imaginary parts.

```lean
/-- The two-state gap formula: the square root of the squared detuning plus four times the
squared modulus of the coupling. -/
def levelGap (A : Matrix (Fin 2) (Fin 2) ℂ) : ℝ :=
  √(((A 0 0).re - (A 1 1).re) ^ 2 + 4 * ((A 0 1).re ^ 2 + (A 0 1).im ^ 2))
```

## The crossing and the ensemble energy

The Hamiltonian $H(x)$ is Hermitian for every real $x$, equals $e\,\mathbb 1$ at $x=0$, and has matrix elements differentiable at $x=0$. `H'` denotes the matrix of these derivatives. Its elements are energies per unit of $x$. Differentiability is required only at the degeneracy, and the levels may merely touch there.

```lean
/-- A family of Hermitian two-state Hamiltonians `H x` that is degenerate at `x = 0` with
energy `e`, and differentiable there with derivative `H'`. -/
structure IsCrossing (H : ℝ → Matrix (Fin 2) (Fin 2) ℂ) (H' : Matrix (Fin 2) (Fin 2) ℂ)
    (e : ℝ) : Prop where
  hermitian : ∀ x, (H x).IsHermitian
  degenerate : H 0 = (e : ℂ) • (1 : Matrix (Fin 2) (Fin 2) ℂ)
  hasDeriv : ∀ i j, HasDerivAt (fun x => H x i j) (H' i j) 0
```

The ensemble energy is $W(x)=w_1E_1(x)+w_2E_2(x)$. The weights are fixed real numbers; a physical ensemble would also have $w_1,w_2\ge0$ and $w_1+w_2=1$, but the argument uses neither condition.

```lean
/-- The ensemble energy with weights `w₁`, `w₂` on the levels `E₁`, `E₂`. -/
def ensembleEnergy (w₁ w₂ : ℝ) (E₁ E₂ : ℝ → ℝ) (x : ℝ) : ℝ := w₁ * E₁ x + w₂ * E₂ x
```

## The two-state eigenvalue formula

Hermiticity makes $a$ and $d$ real and gives $A_{10}=\bar c$. Expanding the determinant yields

$$\det(z\,\mathbb 1-A)=(z-a)(z-d)-|c|^2 .$$

In the proof, `hdiag` records that the diagonal is real, `hoff` that the product of the off-diagonal elements is $|c|^2$, and `hdet` is the expansion.

```lean
/-- The secular determinant of a Hermitian two-state Hamiltonian, in terms of its real diagonal
elements and the squared modulus of the coupling. -/
theorem secular_det {A : Matrix (Fin 2) (Fin 2) ℂ} (hA : A.IsHermitian) (z : ℂ) :
    (z • (1 : Matrix (Fin 2) (Fin 2) ℂ) - A).det =
      (z - ((A 0 0).re : ℂ)) * (z - ((A 1 1).re : ℂ))
        - (((A 0 1).re ^ 2 + (A 0 1).im ^ 2 : ℝ) : ℂ) := by
  have hdiag : ∀ i, A i i = ((A i i).re : ℂ) := fun i =>
    (Complex.conj_eq_iff_re.mp (hA.apply i i)).symm
  have hoff : A 0 1 * A 1 0 = (((A 0 1).re ^ 2 + (A 0 1).im ^ 2 : ℝ) : ℂ) := by
    rw [← hA.apply 1 0, Complex.star_def, Complex.mul_conj, Complex.normSq_apply]
    congr 1
    ring
  have hdet : (z • (1 : Matrix (Fin 2) (Fin 2) ℂ) - A).det =
      (z - A 0 0) * (z - A 1 1) - A 0 1 * A 1 0 := by
    simp [Matrix.det_fin_two]
  rw [hdet]
  linear_combination (-(z - A 1 1)) * hdiag 0 - (z - ((A 0 0).re : ℂ)) * hdiag 1 - hoff
```

Suppose that $E_1\le E_2$ are the ordered levels. Setting $z=0$ and $z=1$ in the secular identity gives

$$ad-|c|^2=E_1E_2,\qquad (1-a)(1-d)-|c|^2=(1-E_1)(1-E_2).$$

Subtracting the two leaves $a+d=E_1+E_2$. Hence

$$(a-d)^2+4|c|^2=(a+d)^2-4(ad-|c|^2)=(E_2-E_1)^2 .$$

Because the levels are ordered, the square root is $g(A)=E_2-E_1$, and so

$$E_1=m(A)-\tfrac12g(A),\qquad E_2=m(A)+\tfrac12g(A).$$

Conversely, these two numbers are ordered because $g(A)\ge0$, and they factor the determinant:

$$(z-m)^2-\tfrac14g^2=(z-a)(z-d)-|c|^2 .$$

The theorem states both directions, so the ordered levels exist and are unique. In the proof, `r0` and `r1` are the identities at $z=0$ and $z=1$, `hs` is the sum and `hg` the gap; `linear_combination` carries out the algebra.

```lean
/-- A Hermitian two-state Hamiltonian has exactly one pair of ordered levels: the mean level
minus and plus half the gap. -/
theorem isLevelPair_iff {A : Matrix (Fin 2) (Fin 2) ℂ} (hA : A.IsHermitian) (E₁ E₂ : ℝ) :
    IsLevelPair A E₁ E₂ ↔
      E₁ = meanLevel A - levelGap A / 2 ∧ E₂ = meanLevel A + levelGap A / 2 := by
  constructor
  · rintro ⟨hle, h⟩
    -- comparing the determinant at two energies gives the sum and product of the levels
    have h0 := h 0
    have h1 := h 1
    rw [secular_det hA] at h0 h1
    have r0 : (0 - (A 0 0).re) * (0 - (A 1 1).re) - ((A 0 1).re ^ 2 + (A 0 1).im ^ 2)
        = (0 - E₁) * (0 - E₂) := by exact_mod_cast h0
    have r1 : (1 - (A 0 0).re) * (1 - (A 1 1).re) - ((A 0 1).re ^ 2 + (A 0 1).im ^ 2)
        = (1 - E₁) * (1 - E₂) := by exact_mod_cast h1
    have hs : (A 0 0).re + (A 1 1).re = E₁ + E₂ := by linear_combination r0 - r1
    have hg : levelGap A = E₂ - E₁ := by
      have hD : ((A 0 0).re - (A 1 1).re) ^ 2 + 4 * ((A 0 1).re ^ 2 + (A 0 1).im ^ 2)
          = (E₂ - E₁) ^ 2 := by
        linear_combination ((A 0 0).re + (A 1 1).re + E₁ + E₂) * hs - 4 * r0
      rw [levelGap, hD, Real.sqrt_sq (sub_nonneg.mpr hle)]
    rw [hg, meanLevel, hs]
    constructor <;> ring
  · rintro ⟨rfl, rfl⟩
    have hpos : 0 ≤ levelGap A := Real.sqrt_nonneg _
    refine ⟨by linarith, fun z => ?_⟩
    have hg : levelGap A ^ 2 =
        ((A 0 0).re - (A 1 1).re) ^ 2 + 4 * ((A 0 1).re ^ 2 + (A 0 1).im ^ 2) :=
      Real.sq_sqrt (by positivity)
    have hgC := congrArg (fun r : ℝ => (r : ℂ)) hg
    rw [secular_det hA]
    simp only [meanLevel]
    push_cast at hgC ⊢
    linear_combination hgC / 4
```

## The gap to first order

To apply the eigenvalue formula to $H'$, we need $H'$ to be Hermitian. For all $x$ we have $\overline{H_{ji}(x)}=H_{ij}(x)$. Since $x$ is real, differentiation commutes with complex conjugation, so $\overline{H'_{ji}}=H'_{ij}$. The proof differentiates the same function in these two ways and uses uniqueness of the derivative.

```lean
variable {H : ℝ → Matrix (Fin 2) (Fin 2) ℂ} {H' : Matrix (Fin 2) (Fin 2) ℂ} {e : ℝ}

/-- At a crossing the derivative of the Hamiltonian is Hermitian. -/
theorem IsCrossing.deriv_isHermitian (h : IsCrossing H H' e) : H'.IsHermitian := by
  refine Matrix.IsHermitian.ext fun i j => ?_
  have h1 : HasDerivAt (fun x => star (H x j i)) (star (H' j i)) 0 := (h.hasDeriv j i).star
  have h2 : (fun x => star (H x j i)) = fun x => H x i j :=
    funext fun x => (h.hermitian x).apply i j
  rw [h2] at h1
  exact h1.unique (h.hasDeriv i j)
```

Let $\delta(x)=H_{00}(x)-H_{11}(x)$ be the detuning and $c(x)=H_{01}(x)$ the coupling. Both vanish at $x=0$, so $\delta(x)/x$ and $c(x)/x$ tend to their derivatives there. For $x\ne0$,

$$\frac{g(H(x))}{|x|}=\sqrt{\left(\frac{\delta(x)}{x}\right)^2+4\left|\frac{c(x)}{x}\right|^2}\;\longrightarrow\; g(H')\qquad(x\to0).$$

The auxiliary statement `key` supplies the limits of the quotients, applied to the detuning and to the real and imaginary parts of the coupling. Continuity of the square root does the rest. The filter `𝓝[≠] 0` expresses the approach to zero from both sides without reaching it.

```lean
/-- As `x` tends to zero at a crossing, the gap divided by the distance `|x|` tends to the gap of
the derivative of the Hamiltonian. -/
theorem IsCrossing.tendsto_gap (h : IsCrossing H H' e) :
    Tendsto (fun x => levelGap (H x) / |x|) (𝓝[≠] 0) (𝓝 (levelGap H')) := by
  have key : ∀ (f : ℝ → ℝ) (f' : ℝ), f 0 = 0 → HasDerivAt f f' 0 →
      Tendsto (fun x => f x / x) (𝓝[≠] 0) (𝓝 f') := by
    intro f f' h0 hf
    refine (hasDerivAt_iff_tendsto_slope.mp hf).congr fun x => ?_
    simp [slope_def_field, h0]
  have hre : ∀ i j, HasDerivAt (fun x => (H x i j).re) (H' i j).re 0 := fun i j =>
    Complex.reCLM.hasFDerivAt.comp_hasDerivAt (0 : ℝ) (h.hasDeriv i j)
  have him : HasDerivAt (fun x => (H x 0 1).im) (H' 0 1).im 0 :=
    Complex.imCLM.hasFDerivAt.comp_hasDerivAt (0 : ℝ) (h.hasDeriv 0 1)
  -- detuning and coupling both vanish at the crossing
  have t1 := key (fun x => (H x 0 0).re - (H x 1 1).re) _ (by simp [h.degenerate])
    ((hre 0 0).fun_sub (hre 1 1))
  have t2 := key (fun x => (H x 0 1).re) _ (by simp [h.degenerate]) (hre 0 1)
  have t3 := key (fun x => (H x 0 1).im) _ (by simp [h.degenerate]) him
  have t := (Real.continuous_sqrt.tendsto _).comp
    ((t1.pow 2).add (((t2.pow 2).add (t3.pow 2)).const_mul 4))
  refine t.congr fun x => ?_
  simp only [Function.comp_apply, levelGap]
  rw [← Real.sqrt_sq_eq_abs, ← Real.sqrt_div' _ (sq_nonneg x)]
  congr 1
  ring
```

## Slopes on either side

The gap vanishes at $x=0$. By the limit above it has right slope $g(H')$ and left slope $-g(H')$, since $|x|$ equals $x$ on the right and $-x$ on the left. The mean level is differentiable, with slope $m(H')$. Inserting the eigenvalue formula into $W$ gives

$$W(x)=(w_1+w_2)\,m(H(x))+\tfrac12(w_2-w_1)\,g(H(x)),$$

so only the gap term can produce a kink. With $b_1=m(H')-\tfrac12g(H')$ and $b_2=m(H')+\tfrac12g(H')$, the slopes are

$$\begin{aligned}
W'(0^+)&=(w_1+w_2)m(H')+\tfrac12(w_2-w_1)g(H')=w_1b_1+w_2b_2,\\
W'(0^-)&=(w_1+w_2)m(H')-\tfrac12(w_2-w_1)g(H')=w_1b_2+w_2b_1 .
\end{aligned}$$

In the formal statement, `hE` says that $E_1(x),E_2(x)$ are the ordered levels of $H(x)$ at every $x$, and `hb` says that $b_1,b_2$ are those of $H'$. `Ioi 0` and `Iio 0` are the open half-lines to the right and left of zero. The steps `gR` and `gL` are the slopes of the gap, `hm` is that of the mean, and `hF` is the rewritten ensemble energy.

```lean
/-- One-sided slopes at a crossing: if `b₁ ≤ b₂` are the levels of the derivative of the
Hamiltonian, the ensemble energy of the ordered levels has right slope `w₁ b₁ + w₂ b₂` and left
slope `w₁ b₂ + w₂ b₁`. -/
theorem ensemble_slopes (h : IsCrossing H H' e) {E₁ E₂ : ℝ → ℝ} {b₁ b₂ : ℝ}
    (hE : ∀ x, IsLevelPair (H x) (E₁ x) (E₂ x)) (hb : IsLevelPair H' b₁ b₂) (w₁ w₂ : ℝ) :
    HasDerivWithinAt (ensembleEnergy w₁ w₂ E₁ E₂) (w₁ * b₁ + w₂ * b₂) (Ioi 0) 0 ∧
    HasDerivWithinAt (ensembleEnergy w₁ w₂ E₁ E₂) (w₁ * b₂ + w₂ * b₁) (Iio 0) 0 := by
  have g0 : levelGap (H 0) = 0 := by simp [levelGap, h.degenerate]
  have gR : HasDerivWithinAt (fun x => levelGap (H x)) (levelGap H') (Ioi 0) 0 := by
    rw [hasDerivWithinAt_iff_tendsto_slope' (by simp)]
    refine (h.tendsto_gap.mono_left
      (nhdsWithin_mono _ fun x hx => (mem_Ioi.mp hx).ne')).congr' ?_
    filter_upwards [self_mem_nhdsWithin] with x hx
    simp only [slope_def_field, g0, sub_zero, abs_of_pos (mem_Ioi.mp hx)]
  have gL : HasDerivWithinAt (fun x => levelGap (H x)) (-levelGap H') (Iio 0) 0 := by
    rw [hasDerivWithinAt_iff_tendsto_slope' (by simp)]
    refine (h.tendsto_gap.neg.mono_left
      (nhdsWithin_mono _ fun x hx => (mem_Iio.mp hx).ne)).congr' ?_
    filter_upwards [self_mem_nhdsWithin] with x hx
    simp only [slope_def_field, g0, sub_zero, abs_of_neg (mem_Iio.mp hx), div_neg, neg_neg]
  have hre : ∀ i, HasDerivAt (fun x => (H x i i).re) (H' i i).re 0 := fun i =>
    Complex.reCLM.hasFDerivAt.comp_hasDerivAt (0 : ℝ) (h.hasDeriv i i)
  have hm : HasDerivAt (fun x => meanLevel (H x)) (meanLevel H') 0 :=
    ((hre 0).fun_add (hre 1)).div_const 2
  -- only the gap term carries the cusp
  have hF : ensembleEnergy w₁ w₂ E₁ E₂ = fun x =>
      (w₁ + w₂) * meanLevel (H x) + (w₂ - w₁) / 2 * levelGap (H x) := by
    funext x
    obtain ⟨h1, h2⟩ := (isLevelPair_iff (h.hermitian x) _ _).mp (hE x)
    rw [ensembleEnergy, h1, h2]
    ring
  obtain ⟨hb1, hb2⟩ := (isLevelPair_iff h.deriv_isHermitian _ _).mp hb
  rw [hF, hb1, hb2]
  constructor
  · exact ((hm.hasDerivWithinAt.const_mul (w₁ + w₂)).fun_add
      (gR.const_mul ((w₂ - w₁) / 2))).congr_deriv (by ring)
  · exact ((hm.hasDerivWithinAt.const_mul (w₁ + w₂)).fun_add
      (gL.const_mul ((w₂ - w₁) / 2))).congr_deriv (by ring)
```

## The jump and when it vanishes

Subtracting the left slope from the right slope gives

$$w_1b_1+w_2b_2-w_1b_2-w_2b_1=-(w_1-w_2)(b_2-b_1).$$

For the lower level alone, $w_1=1$ and $w_2=0$, the slope drops by the full splitting $b_2-b_1$. The theorem writes the slopes as `derivWithin`; the preceding result ensures that these are genuine one-sided derivatives.

```lean
/-- The cusp of the ensemble energy at a crossing: right slope minus left slope equals
`-(w₁ - w₂) (b₂ - b₁)`, with `b₁ ≤ b₂` the levels of the derivative of the Hamiltonian. -/
theorem ensemble_cusp (h : IsCrossing H H' e) {E₁ E₂ : ℝ → ℝ} {b₁ b₂ : ℝ}
    (hE : ∀ x, IsLevelPair (H x) (E₁ x) (E₂ x)) (hb : IsLevelPair H' b₁ b₂) (w₁ w₂ : ℝ) :
    derivWithin (ensembleEnergy w₁ w₂ E₁ E₂) (Ioi 0) 0
      - derivWithin (ensembleEnergy w₁ w₂ E₁ E₂) (Iio 0) 0 = -(w₁ - w₂) * (b₂ - b₁) := by
  obtain ⟨hR, hL⟩ := ensemble_slopes h hE hb w₁ w₂
  rw [hR.derivWithin (uniqueDiffWithinAt_Ioi 0), hL.derivWithin (uniqueDiffWithinAt_Iio 0)]
  ring
```

If $W$ is differentiable at zero, its one-sided slopes agree, so $(w_1-w_2)(b_2-b_1)=0$ and one factor vanishes. Conversely, if $w_1=w_2$ or $b_1=b_2$, the two slopes are equal, and a function with equal one-sided slopes is differentiable. The proof adds the point zero to each half-line and joins the two into the whole real line.

```lean
/-- The ensemble energy is differentiable at the crossing exactly when the weights are equal or
the two levels of the derivative of the Hamiltonian coincide. -/
theorem ensemble_differentiable_iff (h : IsCrossing H H' e) {E₁ E₂ : ℝ → ℝ} {b₁ b₂ : ℝ}
    (hE : ∀ x, IsLevelPair (H x) (E₁ x) (E₂ x)) (hb : IsLevelPair H' b₁ b₂) (w₁ w₂ : ℝ) :
    DifferentiableAt ℝ (ensembleEnergy w₁ w₂ E₁ E₂) 0 ↔ w₁ = w₂ ∨ b₁ = b₂ := by
  constructor
  · intro hd
    have hc := ensemble_cusp h hE hb w₁ w₂
    rw [hd.hasDerivAt.hasDerivWithinAt.derivWithin (uniqueDiffWithinAt_Ioi 0),
      hd.hasDerivAt.hasDerivWithinAt.derivWithin (uniqueDiffWithinAt_Iio 0), sub_self] at hc
    rcases mul_eq_zero.mp hc.symm with h1 | h1
    · left; linarith
    · right; linarith
  · intro hw
    obtain ⟨hR, hL⟩ := ensemble_slopes h hE hb w₁ w₂
    have heq : w₁ * b₂ + w₂ * b₁ = w₁ * b₁ + w₂ * b₂ := by
      rcases hw with rfl | rfl <;> ring
    rw [heq] at hL
    -- equal one-sided slopes glue to a derivative
    have hU := (hasDerivWithinAt_Iio_iff_Iic.mp hL).union (hasDerivWithinAt_Ioi_iff_Ici.mp hR)
    rw [Iic_union_Ici, hasDerivWithinAt_univ] at hU
    exact hU.differentiableAt
```

Equal weights work because $E_1+E_2$ is the trace of $H(x)$, in which the gap has cancelled. The ordering of the levels matters for unequal weights: for $H(x)=\mathrm{diag}(x,-x)$, labels that follow the two diagonal states give the weighted energy $(w_1-w_2)x$, which has no kink for any weights.

In state-averaged electronic-structure calculations, this identifies a source of kinks in the averaged energy, within a two-state model with fixed weights and one coordinate. The reduction of a larger Hamiltonian to two states is assumed, as is the differentiability of the resulting matrix.

## Two linear crossings

Take

$$H(x)=x\begin{pmatrix}1&2\\2&-2\end{pmatrix}.$$

The derivative has mean level $-\tfrac12$ and gap $\sqrt{3^2+4\cdot2^2}=5$, so $b_1=-3$ and $b_2=2$. With $w_1=\tfrac34$ and $w_2=\tfrac14$, the right slope is $-\tfrac94+\tfrac24=-\tfrac74$ and the left slope is $\tfrac64-\tfrac34=\tfrac34$. The jump is $-\tfrac52$, in agreement with $-\tfrac12\cdot5$. With both weights equal to $\tfrac12$, each slope is $-\tfrac12$ and the kink is gone.

A simpler crossing has two degenerate states coupled by $x$ itself:

$$H(x)=\begin{pmatrix}0&x\\x&0\end{pmatrix},\qquad H'=\begin{pmatrix}0&1\\1&0\end{pmatrix}.$$

Here $e=0$, and $\det(z\,\mathbb 1-H')=z^2-1=(z+1)(z-1)$, so $b_1=-1$ and $b_2=1$. The final theorem verifies that this family satisfies the definition of a crossing and that its derivative has these distinct levels. Unequal weights therefore do give a cusp here.

```lean
/-- Two degenerate states with a coupling `x` form a crossing at energy zero, and the derivative
of the Hamiltonian has the levels `-1` and `1`. -/
theorem isCrossing_witness :
    IsCrossing (fun x : ℝ => !![0, (x : ℂ); (x : ℂ), 0]) !![0, 1; 1, 0] 0 ∧
      IsLevelPair !![0, 1; 1, 0] (-1) 1 := by
  have hx : HasDerivAt (fun x : ℝ => (x : ℂ)) 1 0 := by
    simpa using (hasDerivAt_id (0 : ℝ)).ofReal_comp
  refine ⟨⟨fun x => ?_, ?_, fun i j => ?_⟩, by norm_num, fun z => ?_⟩
  · refine Matrix.IsHermitian.ext fun i j => ?_
    fin_cases i <;> fin_cases j <;> simp
  · ext i j
    fin_cases i <;> fin_cases j <;> simp
  · fin_cases i <;> fin_cases j
    exacts [hasDerivAt_const (0 : ℝ) (0 : ℂ), hx, hx, hasDerivAt_const (0 : ℝ) (0 : ℂ)]
  · simp [Matrix.det_fin_two]
    ring

end

end EnsembleLevelCrossing
```

```lean
#print axioms EnsembleLevelCrossing.ensemble_cusp
#print axioms EnsembleLevelCrossing.ensemble_differentiable_iff
```

```
'EnsembleLevelCrossing.ensemble_cusp' depends on axioms: [propext, Classical.choice, Quot.sound]
'EnsembleLevelCrossing.ensemble_differentiable_iff' depends on axioms: [propext, Classical.choice, Quot.sound]
```
